# The scalar product of two operator triples is invariant under orthogonal transformations

Let `J` and `K` be triples of elements of a complex algebra, such as operators on a state space, and let `R` be a real 3×3 matrix with `R * Rᵀ = 1`, so that reflections are allowed as well as rotations. The theorem `dot_rotate` says that transforming both triples by `R` leaves ∑ᵢ JᵢKᵢ unchanged, with the order of the factors kept. No commutation relations are assumed, either within a triple or between the two. The proof first derives the orthonormality of the columns of `R`, then expands the transformed product and uses that orthonormality to collapse the sums over components.

The failing Lean file:

```lean
import Mathlib

open Matrix Complex

namespace RotatedAngularMomentum

noncomputable section

variable {A : Type*} [Ring A] [Algebra ℂ A]

/-- The component `u · J` of an operator triple along a real vector `u`. -/
def along (u : Fin 3 → ℝ) (J : Fin 3 → A) : A := ∑ i, (u i : ℂ) • J i

/-- The triple `RJ`, whose components are those of `J` along the rows of `R`. -/
def rotate (R : Matrix (Fin 3) (Fin 3) ℝ) (J : Fin 3 → A) : Fin 3 → A :=
  fun i => along (R i) J

/-- The scalar product `J · K` of two operator triples, in this order. -/
def dot (J K : Fin 3 → A) : A := ∑ i, J i * K i

/-- Rotating two operator triples by the same orthogonal matrix leaves their scalar product
unchanged, whether or not the triples commute. -/
theorem dot_rotate (J K : Fin 3 → A) {R : Matrix (Fin 3) (Fin 3) ℝ} (hR : R * Rᵀ = 1) :
    dot (rotate R J) (rotate R K) = dot J K := by
  -- the columns of R are orthonormal
  have c : ∀ j k, ∑ i, (R i j : ℂ) * (R i k : ℂ) = if j = k then 1 else 0 := by
    intro j k
    have h := congrFun (congrFun (mul_eq_one_comm.mp hR) j) k
    simp only [Matrix.mul_apply, Matrix.transpose_apply, Matrix.one_apply] at h
    split_ifs at h ⊢ <;> exact_mod_cast h
  simp only [dot, rotate, along, Finset.sum_mul_sum, smul_mul_smul_comm]
  rw [Finset.sum_comm]
  refine Finset.sum_congr rfl fun j _ => ?_
  rw [Finset.sum_comm]
  simp only [← Finset.sum_smul, c]
  simp [ite_smul]

end

end RotatedAngularMomentum
```

Compiling this gives:

```
Main.lean:28:23: error: Application type mismatch: The argument
  congrFun (mul_eq_one_comm.mp ?m.77) j
has type
  (?m.74 * ?m.73) j = 1 j
but is expected to have type
  ?m.64 = ?m.65
in the application
  congrFun (congrFun (mul_eq_one_comm.mp ?m.77) j)
```

After these edits no error is left:

```diff
@@ -26,5 +26,6 @@
   have c : ∀ j k, ∑ i, (R i j : ℂ) * (R i k : ℂ) = if j = k then 1 else 0 := by
     intro j k
-    have h := congrFun (congrFun (mul_eq_one_comm.mp hR) j) k
+    have hT : Rᵀ * R = 1 := mul_eq_one_comm.mp hR
+    have h := congrArg (fun M : Matrix (Fin 3) (Fin 3) ℝ => M j k) hT
     simp only [Matrix.mul_apply, Matrix.transpose_apply, Matrix.one_apply] at h
     split_ifs at h ⊢ <;> exact_mod_cast h
```

What went wrong. The error lies in the step that takes the `j`, `k` entry of `Rᵀ * R = 1`. Each `congrFun` needs an equation between functions, and a matrix can serve as one, taking a row index and then a column index. But the message shows `?m.77` where `hR` should stand, and unknowns for the two factors: Lean checked the outer `congrFun` before `hR` had told it which matrices were meant. It therefore couldn't match the inner result, an equation between values at `j`, with the equation between functions that the outer `congrFun` requires.

The repair first states `hT : Rᵀ * R = 1`, which fixes the matrices and their type before any entry is taken. It then uses `congrArg` with a function that sends a matrix `M` to `M j k`. This takes the entry in one step, with the matrix type written out, so Lean no longer has to work out function types for two nested uses of `congrFun`.
